# The leading relativistic Scott coefficient as a sum of fine-structure shifts over filled Dirac–Coulomb shells

If a four-component calculation drops a subshell or miscounts its states, the leading relativistic shift of a filled shell can still scale with the correct power of the nuclear charge while its coefficient is wrong. A fit of the exponent doesn't reveal the error; a known coefficient does. The problems below find that coefficient for non-interacting electrons in the field of a fixed point nucleus, first for one shell and then summed over all shells.

```lean
import Mathlib

open Filter Topology

namespace RelativisticScott

noncomputable section
```

## Subshells, levels and weights

Let $n\ge 1$ be the principal quantum number and $k$ the relativistic angular quantum number, usually written $\kappa$. Shell $n$ contains the nonzero integers $k$ from $-n$ to $n-1$, collected in the finite set `kappas n`. The value $k=-n$ has no partner $k=+n$.

```lean
/-- The relativistic quantum numbers of shell `n`: the nonzero integers from `-n` to `n - 1`. -/
def kappas (n : ℕ) : Finset ℤ := (Finset.Icc (-(n : ℤ)) ((n : ℤ) - 1)).erase 0
```

Let $a=Z\alpha$ be the coupling, with $Z$ the nuclear charge and $\alpha$ the fine-structure constant. In units of the rest energy, and with the rest energy included, the Sommerfeld level is

$$E_{n,k}(a)=\left[1+\left(\frac{a}{n-|k|+\sqrt{k^2-a^2}}\right)^2\right]^{-1/2}.$$

The formula gives the level for $0<a<|k|$, where the inner square root is real and positive; outside this range the Lean function has no physical meaning. It is taken as a definition and is not derived from the Dirac equation.

```lean
/-- The Sommerfeld energy of a Dirac electron in a Coulomb field of coupling `a = Zα`,
in units of the rest energy. -/
def diracEnergy (a : ℝ) (n : ℕ) (k : ℤ) : ℝ :=
  1 / √(1 + (a / ((n : ℝ) - |(k : ℝ)| + √((k : ℝ) ^ 2 - a ^ 2))) ^ 2)
```

The fine-structure coefficient is

$$f_{n,k}=-\frac{1}{2n^4}\left(\frac{n}{|k|}-\frac34\right).$$

It is defined separately from $E_{n,k}$; part (e) connects the two.

```lean
/-- The fine-structure coefficient of the level with quantum numbers `n` and `k`. -/
def fineStructure (n : ℕ) (k : ℤ) : ℝ :=
  -((n : ℝ) / |(k : ℝ)| - 3 / 4) / (2 * (n : ℝ) ^ 4)
```

Since $|k|=j+\tfrac12$, with $j$ the total angular momentum, a subshell holds $2j+1=2|k|$ electrons. The filled shell therefore has the coefficient $c_n=\sum_k 2|k|f_{n,k}$, called `shellCoefficient n`.

```lean
/-- The fine-structure coefficient of a filled shell, each subshell `k` holding `2|k|` electrons. -/
def shellCoefficient (n : ℕ) : ℝ :=
  ∑ k ∈ kappas n, 2 * |(k : ℝ)| * fineStructure n k
```

## (a) Summing an affine function of |k|

For real constants $A,B$ and $n\ge1$, show that

$$\sum_k (A+B|k|)=A(2n-1)+Bn^2.$$

Use induction on $n$. For $n=1$ only $k=-1$ occurs, and the sum is $A+B$. Going from $n$ to $n+1$ adds $k=-(n+1)$ and $k=n$, which contribute $2A+B(2n+1)$. This turns $2n-1$ into $2n+1$ and $n^2$ into $(n+1)^2$.

In the code, `h` states which two subshells are new, `m1` and `m2` show that neither is counted twice, and `ring` does the last step.

```lean
/-- The sum over the subshells of shell `n` of a quantity that is affine in `|k|`. -/
theorem sum_kappas (n : ℕ) (hn : 1 ≤ n) (A B : ℝ) :
    ∑ k ∈ kappas n, (A + B * |(k : ℝ)|) = A * (2 * n - 1) + B * (n : ℝ) ^ 2 := by
  induction n, hn using Nat.le_induction with
  | base =>
    have h : kappas 1 = {-1} := by decide
    rw [h, Finset.sum_singleton]
    norm_num
  | succ n hn ih =>
    -- the next shell gains the subshells `k = -(n+1)` and `k = n`
    have h : kappas (n + 1) = insert (-(n : ℤ) - 1) (insert (n : ℤ) (kappas n)) := by
      ext k
      simp only [kappas, Finset.mem_erase, Finset.mem_insert, Finset.mem_Icc]
      push_cast
      omega
    have m1 : (n : ℤ) ∉ kappas n := by
      simp only [kappas, Finset.mem_erase, Finset.mem_Icc]
      omega
    have m2 : (-(n : ℤ) - 1) ∉ insert (n : ℤ) (kappas n) := by
      simp only [kappas, Finset.mem_insert, Finset.mem_erase, Finset.mem_Icc]
      omega
    have h1 : |((-(n : ℤ) - 1 : ℤ) : ℝ)| = n + 1 := by
      have h0 : (0 : ℝ) ≤ n := Nat.cast_nonneg n
      push_cast
      rw [abs_of_nonpos (by linarith)]
      ring
    have h2 : |((n : ℤ) : ℝ)| = n := by simp
    rw [h, Finset.sum_insert m2, Finset.sum_insert m1, ih, h1, h2]
    push_cast
    ring
```

## (b) Counting the electrons

Show that a filled shell holds

$$\sum_k 2|k|=2n^2$$

electrons. Put $A=0$ and $B=2$ in (a).

```lean
/-- Shell `n` holds `2n²` electrons. -/
theorem shell_degeneracy (n : ℕ) (hn : 1 ≤ n) :
    ∑ k ∈ kappas n, 2 * |(k : ℝ)| = 2 * (n : ℝ) ^ 2 := by
  have h := sum_kappas n hn 0 2
  simpa only [zero_add, zero_mul] using h
```

## (c) The coefficient of one shell

Show that, for $n\ge1$,

$$c_n=\frac1{n^3}-\frac5{4n^2}.$$

The weight cancels the $|k|$ in the denominator:

$$2|k|f_{n,k}=-\frac1{n^3}+\frac{3}{4n^4}|k|.$$

This is affine in $|k|$, so (a) gives

$$c_n=-\frac{2n-1}{n^3}+\frac{3}{4n^2}=\frac1{n^3}-\frac5{4n^2}.$$

The proof rewrites each term in this way, using $k\neq0$, and then applies `sum_kappas`.

```lean
/-- The fine-structure coefficient of the filled shell `n` is `1/n³ - 5/(4n²)`. -/
theorem shellCoefficient_eq (n : ℕ) (hn : 1 ≤ n) :
    shellCoefficient n = 1 / (n : ℝ) ^ 3 - 5 / (4 * (n : ℝ) ^ 2) := by
  have hn0 : (n : ℝ) ≠ 0 := by
    have : n ≠ 0 := by omega
    exact_mod_cast this
  have h : shellCoefficient n
      = ∑ k ∈ kappas n, (-(1 / (n : ℝ) ^ 3) + 3 / (4 * (n : ℝ) ^ 4) * |(k : ℝ)|) := by
    refine Finset.sum_congr rfl fun k hk => ?_
    have hk0 : |(k : ℝ)| ≠ 0 := abs_ne_zero.mpr (by exact_mod_cast Finset.ne_of_mem_erase hk)
    unfold fineStructure
    generalize |(k : ℝ)| = m at *
    field_simp
    ring
  rw [h, sum_kappas n hn]
  field_simp
  ring
```

## (d) Removing the pole at zero coupling

Write $m=|k|$, $s=\sqrt{m^2-a^2}$, $D=n-m+s$, $Q=D^2+a^2$ and $E=E_{n,k}(a)$. For $0<|a|<m$, show that

$$\frac{E-1+\frac{a^2}{2n^2}}{a^4}=\frac{R}{2n^2(1+E)Q},\qquad R=2\left(1-\frac{2n-m+s}{m+s}\right)-\frac1{1+E}.$$

Squaring the Sommerfeld formula gives $E^2Q=D^2$, so $(1-E)(1+E)Q=a^2$. Hence

$$E-1+\frac{a^2}{2n^2}=a^2\,\frac{(1+E)Q-2n^2}{2n^2(1+E)Q}.$$

A second factor $a^2$ must come from the numerator. First,

$$(1+E)Q=2Q-(1-E)Q=2Q-\frac{a^2}{1+E}.$$

Next, $n-D=m-s=a^2/(m+s)$ and $n+D=2n-m+s$, so

$$2Q-2n^2=2a^2-2(n-D)(n+D)=2a^2\left(1-\frac{2n-m+s}{m+s}\right).$$

Together these give $(1+E)Q-2n^2=a^2R$.

The Lean lemma is pure algebra: `n`, `m`, `s` and `E` are positive reals, `hsq` fixes $s^2$, and `hEq` is the squared level formula. The steps `h0`, `hd`, `he` and `h2` follow the calculation above, and `linear_combination` joins them.

```lean
/-- An exact form, without a pole at `a = 0`, of the Dirac energy `E` minus rest and Bohr
energies, divided by `a⁴`; here `m = |k|` and `s = √(k² - a²)`. -/
theorem dirac_remainder {a n m s E : ℝ} (ha : a ≠ 0) (hn : 0 < n) (hm : 0 < m) (hs : 0 < s)
    (hE : 0 < E) (hsq : s ^ 2 = m ^ 2 - a ^ 2)
    (hEq : E ^ 2 * ((n - m + s) ^ 2 + a ^ 2) = (n - m + s) ^ 2) :
    (E - (1 - a ^ 2 / (2 * n ^ 2))) / a ^ 4
      = (2 * (1 - (2 * n - m + s) / (m + s)) - 1 / (1 + E))
        / (2 * n ^ 2 * (1 + E) * ((n - m + s) ^ 2 + a ^ 2)) := by
  have hms : m + s ≠ 0 := by positivity
  have hE1 : 1 + E ≠ 0 := by positivity
  have hQ : (n - m + s) ^ 2 + a ^ 2 ≠ 0 := by positivity
  have h0 : (1 - E) * (1 + E) * ((n - m + s) ^ 2 + a ^ 2) = a ^ 2 := by
    linear_combination -hEq
  have hd : a ^ 2 / (m + s) = m - s := by
    rw [div_eq_iff hms]
    linear_combination hsq
  have he : a ^ 2 / (1 + E) = (1 - E) * ((n - m + s) ^ 2 + a ^ 2) := by
    rw [div_eq_iff hE1]
    linear_combination -h0
  -- the numerator carries a further factor `a²`
  have h2 : (1 + E) * ((n - m + s) ^ 2 + a ^ 2) - 2 * n ^ 2
      = a ^ 2 * (2 * (1 - (2 * n - m + s) / (m + s)) - 1 / (1 + E)) := by
    have h3 : a ^ 2 * (2 * (1 - (2 * n - m + s) / (m + s)) - 1 / (1 + E))
        = 2 * a ^ 2 - 2 * (2 * n - m + s) * (a ^ 2 / (m + s)) - a ^ 2 / (1 + E) := by ring
    rw [h3, hd, he]
    ring
  have hu : a ^ 2 / (2 * n ^ 2) * (2 * n ^ 2) = a ^ 2 := div_mul_cancel₀ _ (by positivity)
  rw [div_eq_div_iff (pow_ne_zero 4 ha) (mul_ne_zero (by positivity) hQ)]
  generalize a ^ 2 / (2 * n ^ 2) = u at *
  generalize 2 * (1 - (2 * n - m + s) / (m + s)) - 1 / (1 + E) = R at *
  linear_combination (-2 * n ^ 2) * h0
    + (1 + E) * ((n - m + s) ^ 2 + a ^ 2) * hu + a ^ 2 * h2
```

## (e) Fine structure as a limit of the Dirac level

For every subshell $k$ of shell $n$, show that

$$\lim_{a\to0}\frac{E_{n,k}(a)-\left(1-\frac{a^2}{2n^2}\right)}{a^4}=f_{n,k}.$$

The bracket is the rest energy plus the Bohr energy. As $a\to0$, we have $s\to m$, $D\to n$, $Q\to n^2$ and $E\to1$. The right side of (d) then tends to

$$\frac{2(1-n/m)-\frac12}{4n^4}=-\frac{1}{2n^4}\left(\frac nm-\frac34\right).$$

The filter `𝓝[≠] 0` means that $a$ approaches zero without being zero. The proof builds the limit of the regular expression in `hG`, then uses (d) to replace that expression by the original quotient for $0<|a|<m$.

```lean
/-- As the coupling `a` tends to zero, the Dirac energy minus rest and Bohr energies, divided
by `a⁴`, tends to the fine-structure coefficient. -/
theorem dirac_fine_structure (n : ℕ) (k : ℤ) (hk : k ∈ kappas n) :
    Tendsto (fun a : ℝ => (diracEnergy a n k - (1 - a ^ 2 / (2 * (n : ℝ) ^ 2))) / a ^ 4)
      (𝓝[≠] 0) (𝓝 (fineStructure n k)) := by
  simp only [kappas, Finset.mem_erase, Finset.mem_Icc] at hk
  have hm : 0 < |(k : ℝ)| := abs_pos.mpr (by exact_mod_cast hk.1)
  have hmn : |(k : ℝ)| ≤ n := by
    have : |k| ≤ (n : ℤ) := abs_le.mpr ⟨by omega, by omega⟩
    exact_mod_cast this
  simp only [diracEnergy, fineStructure, ← sq_abs (k : ℝ)]
  generalize |(k : ℝ)| = m at hm hmn ⊢
  have hn : (0 : ℝ) < n := lt_of_lt_of_le hm hmn
  generalize (n : ℝ) = N at hmn hn ⊢
  have ha : Tendsto (fun a : ℝ => a) (𝓝 0) (𝓝 0) := tendsto_id
  have hs : Tendsto (fun a : ℝ => √(m ^ 2 - a ^ 2)) (𝓝 0) (𝓝 m) := by
    have hc : Continuous (fun a : ℝ => √(m ^ 2 - a ^ 2)) := by fun_prop
    simpa [Real.sqrt_sq hm.le] using hc.tendsto 0
  have hD : N - m + m ≠ 0 := by rw [sub_add_cancel]; exact hn.ne'
  have hE : Tendsto (fun a : ℝ => 1 / √(1 + (a / (N - m + √(m ^ 2 - a ^ 2))) ^ 2))
      (𝓝 0) (𝓝 1) := by
    have h := (tendsto_const_nhds (x := (1 : ℝ))).div
      ((((ha.div (hs.const_add (N - m)) hD).pow 2).const_add 1).sqrt) (by simp)
    have e : (1 : ℝ) / √(1 + (0 / (N - m + m)) ^ 2) = 1 := by simp
    rw [e] at h
    exact h
  have hR := ((((hs.const_add (2 * N - m)).div (hs.const_add m)
    (by positivity)).const_sub 1).const_mul 2).sub
    ((tendsto_const_nhds (x := (1 : ℝ))).div (hE.const_add 1) (by norm_num))
  have hB := ((hE.const_add 1).const_mul (2 * N ^ 2)).mul
    (((hs.const_add (N - m)).pow 2).add (ha.pow 2))
  have hG := hR.div hB (by rw [sub_add_cancel]; positivity)
  have hlim : (2 * (1 - (2 * N - m + m) / (m + m)) - 1 / (1 + 1))
      / (2 * N ^ 2 * (1 + 1) * ((N - m + m) ^ 2 + 0 ^ 2))
      = -(N / m - 3 / 4) / (2 * N ^ 4) := by
    rw [sub_add_cancel, sub_add_cancel]
    field_simp
    ring
  rw [hlim] at hG
  refine (hG.mono_left nhdsWithin_le_nhds).congr' ?_
  -- near `a = 0` the exact form of the remainder applies
  have h1 : ∀ᶠ a : ℝ in 𝓝[≠] 0, a ∈ Set.Ioo (-m) m :=
    nhdsWithin_le_nhds (Ioo_mem_nhds (by linarith) hm)
  filter_upwards [h1, self_mem_nhdsWithin] with a ham ha0
  have hpos : 0 < m ^ 2 - a ^ 2 := by
    nlinarith [mul_pos (sub_pos.2 ham.2) (by linarith [ham.1] : 0 < m + a)]
  have hsp : 0 < √(m ^ 2 - a ^ 2) := Real.sqrt_pos.mpr hpos
  have hDp : 0 < N - m + √(m ^ 2 - a ^ 2) := by linarith
  refine (dirac_remainder ha0 hn hm hsp (by positivity) (Real.sq_sqrt hpos.le) ?_).symm
  generalize N - m + √(m ^ 2 - a ^ 2) = D at hDp ⊢
  have hW : 0 < 1 + (a / D) ^ 2 := by positivity
  have hf : D ^ 2 + a ^ 2 = (1 + (a / D) ^ 2) * D ^ 2 := by
    field_simp
  rw [div_pow, one_pow, Real.sq_sqrt hW.le, hf, ← mul_assoc, one_div_mul_cancel hW.ne', one_mul]
```

## (f) The shift of a filled shell

Show that, for $n\ge1$,

$$\lim_{a\to0}\sum_k2|k|\,\frac{E_{n,k}(a)-1+\frac{a^2}{2n^2}}{a^4}=\frac1{n^3}-\frac5{4n^2}.$$

The sum is finite, so the limit may be taken term by term. By (e) the result is $c_n$, and (c) gives its value. It is a small-coupling reference value for a four-component code run on a filled shell with a point nucleus and no electron–electron interaction.

```lean
/-- The total Dirac energy of a filled shell minus its rest and Bohr energies, divided by `a⁴`,
tends to `1/n³ - 5/(4n²)` as the coupling `a` tends to zero. -/
theorem dirac_shell_limit (n : ℕ) (hn : 1 ≤ n) :
    Tendsto (fun a : ℝ => ∑ k ∈ kappas n, 2 * |(k : ℝ)| *
        ((diracEnergy a n k - (1 - a ^ 2 / (2 * (n : ℝ) ^ 2))) / a ^ 4))
      (𝓝[≠] 0) (𝓝 (1 / (n : ℝ) ^ 3 - 5 / (4 * (n : ℝ) ^ 2))) := by
  rw [← shellCoefficient_eq n hn]
  exact tendsto_finsetSum _ fun k hk => (dirac_fine_structure n k hk).const_mul _
```

## (g) Summing over all shells

Show that

$$\sum_{n=1}^{\infty}c_n=\zeta(3)-\frac{5\pi^2}{24},\qquad \zeta(3)=\sum_{n=1}^\infty\frac1{n^3}.$$

Both series in (c) converge, and $\sum_{n\ge1} 1/n^2=\pi^2/6$. Subtracting $\tfrac54\cdot\tfrac{\pi^2}{6}$ from $\zeta(3)$ gives the value.

Lean's index starts at zero, so its term `n` is shell $n+1$. `HasSum` states convergence to the given value, and $\zeta(3)$ appears as the series itself.

The limit $a\to0$ is taken in each shell before the shells are summed; exchanging the two operations would need a separate argument. The name in the title comes from the energy of an interacting atom at large $Z$ and fixed $Z\alpha$. When the Scott correction to that energy is expanded for small $Z\alpha$, this number is the coefficient of its leading relativistic term, $Z^4\alpha^2$ in hartree; that asymptotic expansion is not derived here.

```lean
/-- The fine-structure coefficients of the filled shells `1, 2, 3, …` sum to `ζ(3) - 5π²/24`, with
`ζ(3)` written as a series. -/
theorem relativistic_scott_coefficient :
    HasSum (fun n : ℕ => shellCoefficient (n + 1))
      ((∑' n : ℕ, 1 / ((n + 1 : ℕ) : ℝ) ^ 3) - 5 * Real.pi ^ 2 / 24) := by
  have h3 : Summable (fun n : ℕ => 1 / ((n + 1 : ℕ) : ℝ) ^ 3) :=
    (summable_nat_add_iff (f := fun n : ℕ => 1 / (n : ℝ) ^ 3) 1).mpr
      (Real.summable_one_div_nat_pow.mpr (by norm_num))
  have h2 : HasSum (fun n : ℕ => 1 / ((n + 1 : ℕ) : ℝ) ^ 2) (Real.pi ^ 2 / 6) := by
    have h := (hasSum_nat_add_iff' (f := fun n : ℕ => 1 / (n : ℝ) ^ 2) 1).mpr hasSum_zeta_two
    have e : Real.pi ^ 2 / 6 - ∑ i ∈ Finset.range 1, 1 / (i : ℝ) ^ 2 = Real.pi ^ 2 / 6 := by
      simp
    rw [e] at h
    exact h
  have h := h3.hasSum.sub (h2.mul_left (5 / 4))
  have e : 5 / 4 * (Real.pi ^ 2 / 6) = 5 * Real.pi ^ 2 / 24 := by ring
  rw [e] at h
  refine h.congr_fun ?_
  intro n
  rw [shellCoefficient_eq (n + 1) (by omega)]
  ring
```

## (h) A bound from the innermost shell

Show that

$$\zeta(3)-\frac{5\pi^2}{24}\le-\frac14.$$

By (c), $c_n=-(5n-4)/(4n^3)$, which is negative for every $n\ge1$, and $c_1=-\tfrac14$. The shells beyond the first can only lower the sum. The bound is not sharp: the sum is about $-0.854$. The code changes all signs and compares the first term of a nonnegative series with its total through `sum_le_hasSum`.

```lean
/-- The number `ζ(3) - 5π²/24`, with `ζ(3)` written as a series, is at most `-1/4`. -/
theorem scott_coefficient_le :
    (∑' n : ℕ, 1 / ((n + 1 : ℕ) : ℝ) ^ 3) - 5 * Real.pi ^ 2 / 24 ≤ -(1 / 4) := by
  have hneg : ∀ n : ℕ, 0 ≤ -shellCoefficient (n + 1) := by
    intro n
    rw [shellCoefficient_eq (n + 1) (by omega)]
    have hx : (1 : ℝ) ≤ ((n + 1 : ℕ) : ℝ) := by exact_mod_cast Nat.succ_le_succ (Nat.zero_le n)
    generalize ((n + 1 : ℕ) : ℝ) = x at hx ⊢
    have hx0 : 0 < x := by linarith
    have e : -(1 / x ^ 3 - 5 / (4 * x ^ 2)) = (5 * x - 4) / (4 * x ^ 3) := by
      field_simp
      ring
    rw [e]
    exact div_nonneg (by linarith) (by positivity)
  -- the first shell alone contributes `-1/4`
  have h := sum_le_hasSum (Finset.range 1) (fun n _ => hneg n) relativistic_scott_coefficient.neg
  rw [Finset.sum_range_one, shellCoefficient_eq (0 + 1) (by omega)] at h
  norm_num at h ⊢
  linarith

end

end RelativisticScott
```

```lean
#print axioms RelativisticScott.shell_degeneracy
#print axioms RelativisticScott.dirac_shell_limit
#print axioms RelativisticScott.relativistic_scott_coefficient
#print axioms RelativisticScott.scott_coefficient_le
```

```
'RelativisticScott.shell_degeneracy' depends on axioms: [propext, Classical.choice, Quot.sound]
'RelativisticScott.dirac_shell_limit' depends on axioms: [propext, Classical.choice, Quot.sound]
'RelativisticScott.relativistic_scott_coefficient' depends on axioms: [propext, Classical.choice, Quot.sound]
'RelativisticScott.scott_coefficient_le' depends on axioms: [propext, Classical.choice, Quot.sound]
```
